# Zero diagonal coupling of nondegenerate excitons to a phonon reversed by a translation

When exciton energies are computed in a supercell with the atoms frozen along a zone-boundary phonon, one sign of the displacement is enough if a lattice translation reverses the displacement pattern. This is proved here for an exciton Hamiltonian linear in the amplitude. When that Hamiltonian is Hermitian, a nondegenerate exciton level has no linear shift, while a degenerate level can still split linearly.

```lean
import Mathlib

open Matrix
open scoped ComplexOrder

namespace ZoneBoundaryPhonon

noncomputable section

variable {n : Type*}

/-- The Hamiltonian `H + x V` at real phonon amplitude `x`, with linear coupling `V`. -/
def displaced (H V : Matrix n n ℂ) (x : ℝ) : Matrix n n ℂ := H + (x : ℂ) • V

variable [Fintype n]

/-- `ψ` is an eigenvector of `H` with eigenvalue `E`, and every solution of the eigenvalue
equation at `E` is a multiple of `ψ`. -/
def IsNondegenerate (H : Matrix n n ℂ) (E : ℂ) (ψ : n → ℂ) : Prop :=
  ψ ≠ 0 ∧ H *ᵥ ψ = E • ψ ∧ ∀ φ : n → ℂ, H *ᵥ φ = E • φ → ∃ c : ℂ, φ = c • ψ

/-- `ψ` lies in the level `E` of `H` and is an eigenvector, with eigenvalue `μ`, of the
coupling `V` projected orthogonally onto that level. -/
def IsProjectedEigenvector (H V : Matrix n n ℂ) (E μ : ℂ) (ψ : n → ℂ) : Prop :=
  ψ ≠ 0 ∧ H *ᵥ ψ = E • ψ ∧
    ∀ φ : n → ℂ, H *ᵥ φ = E • φ → star φ ⬝ᵥ (V *ᵥ ψ) = μ * (star φ ⬝ᵥ ψ)

variable [DecidableEq n]

/-- The translation `S` is unitary, commutes with the Hamiltonian `H` and reverses the sign
of the phonon coupling `V`. -/
structure PhononReversing (S H V : Matrix n n ℂ) : Prop where
  unitary : Sᴴ * S = 1
  comm : S * H = H * S
  anti : S * V = -(V * S)

variable {S H V : Matrix n n ℂ}

/-- A phonon-reversing translation carries the Hamiltonian at amplitude `x` into the one at
amplitude `-x`. -/
theorem translate_displaced (h : PhononReversing S H V) (x : ℝ) :
    S * displaced H V x = displaced H V (-x) * S := by
  simp only [displaced, Matrix.mul_add, Matrix.add_mul, Matrix.mul_smul, Matrix.smul_mul,
    h.comm, h.anti, Complex.ofReal_neg, smul_neg, neg_smul, Matrix.neg_mul]

/-- If a translation reverses the phonon, the Hamiltonians at amplitudes `x` and `-x` have
the same characteristic polynomial. -/
theorem charpoly_even (h : PhononReversing S H V) (x : ℝ) :
    (displaced H V x).charpoly = (displaced H V (-x)).charpoly := by
  calc (displaced H V x).charpoly
      = (Sᴴ * (S * displaced H V x)).charpoly := by
        rw [← Matrix.mul_assoc, h.unitary, Matrix.one_mul]
    _ = ((S * displaced H V x) * Sᴴ).charpoly := Matrix.charpoly_mul_comm _ _
    _ = (displaced H V (-x)).charpoly := by
        rw [translate_displaced h, Matrix.mul_assoc, mul_eq_one_comm.mp h.unitary,
          Matrix.mul_one]

/-- A phonon-reversing translation preserves the overlap of any two states. -/
theorem overlap_translate (h : PhononReversing S H V) (φ ψ : n → ℂ) :
    star (S *ᵥ φ) ⬝ᵥ (S *ᵥ ψ) = star φ ⬝ᵥ ψ := by
  rw [Matrix.star_mulVec, ← Matrix.dotProduct_mulVec, Matrix.mulVec_mulVec, h.unitary,
    Matrix.one_mulVec]

/-- Translating both states by a phonon-reversing translation flips the sign of the matrix
element of the coupling between them. -/
theorem coupling_translate (h : PhononReversing S H V) (φ ψ : n → ℂ) :
    star (S *ᵥ φ) ⬝ᵥ (V *ᵥ (S *ᵥ ψ)) = -(star φ ⬝ᵥ (V *ᵥ ψ)) := by
  have hV : V *ᵥ (S *ᵥ ψ) = -(S *ᵥ (V *ᵥ ψ)) := by
    rw [Matrix.mulVec_mulVec, Matrix.mulVec_mulVec, h.anti, Matrix.neg_mulVec, neg_neg]
  rw [hV, dotProduct_neg, overlap_translate h]

/-- Selection rule: the phonon does not couple two eigenstates of the phonon-reversing
translation unless their translation eigenvalues are opposite. -/
theorem selection_rule (h : PhononReversing S H V) {φ ψ : n → ℂ} {a b : ℂ}
    (hψ : S *ᵥ ψ = a • ψ) (hφ : S *ᵥ φ = b • φ) (hab : a + b ≠ 0) :
    star φ ⬝ᵥ (V *ᵥ ψ) = 0 := by
  by_cases h0 : φ = 0
  · simp [h0]
  have hN : star φ ⬝ᵥ φ ≠ 0 := fun hz => h0 (dotProduct_star_self_eq_zero.mp hz)
  have h1 := coupling_translate h φ ψ
  have h2 := overlap_translate h φ φ
  rw [hφ, hψ] at h1
  rw [hφ] at h2
  simp only [star_smul, Matrix.mulVec_smul, smul_dotProduct, dotProduct_smul,
    smul_eq_mul] at h1 h2
  -- the translation eigenvalue is a pure phase
  have hb : star b * b = 1 := by
    apply mul_right_cancel₀ hN
    linear_combination h2
  have h3 : (a + b) * (star φ ⬝ᵥ (V *ᵥ ψ)) = 0 := by
    linear_combination b * h1 - a * (star φ ⬝ᵥ (V *ᵥ ψ)) * hb
  exact (mul_eq_zero.mp h3).resolve_left hab

/-- If a translation reverses the phonon, the expectation value of the coupling vanishes in
every nondegenerate eigenstate of `H`. -/
theorem expectation_eq_zero (h : PhononReversing S H V) {E : ℂ} {ψ : n → ℂ}
    (hψ : IsNondegenerate H E ψ) : star ψ ⬝ᵥ (V *ᵥ ψ) = 0 := by
  obtain ⟨hne, hE, huniq⟩ := hψ
  -- the translated state has the same energy, hence is a multiple of the original
  obtain ⟨c, hc⟩ := huniq (S *ᵥ ψ) (by
    rw [Matrix.mulVec_mulVec, ← h.comm, ← Matrix.mulVec_mulVec, hE, Matrix.mulVec_smul])
  refine selection_rule h hc hc fun hcc => hne ?_
  have hc0 : c = 0 := by linear_combination hcc / 2
  have h0 := overlap_translate h ψ ψ
  rw [hc, hc0, zero_smul, dotProduct_zero] at h0
  exact dotProduct_star_self_eq_zero.mp h0.symm

/-- Within any level of `H`, a phonon-reversing translation turns an eigenvector of the
projected coupling with eigenvalue `μ` into one with eigenvalue `-μ`. -/
theorem projected_pairing (h : PhononReversing S H V) {E μ : ℂ} {ψ : n → ℂ}
    (hψ : IsProjectedEigenvector H V E μ ψ) :
    IsProjectedEigenvector H V E (-μ) (S *ᵥ ψ) := by
  obtain ⟨hne, hE, hproj⟩ := hψ
  have hS : S * Sᴴ = 1 := mul_eq_one_comm.mp h.unitary
  -- the inverse translation also commutes with the Hamiltonian
  have hinv : H * Sᴴ = Sᴴ * H := by
    calc H * Sᴴ = (Sᴴ * S) * (H * Sᴴ) := by rw [h.unitary, Matrix.one_mul]
      _ = Sᴴ * (S * H) * Sᴴ := by simp only [Matrix.mul_assoc]
      _ = Sᴴ * H * (S * Sᴴ) := by rw [h.comm]; simp only [Matrix.mul_assoc]
      _ = Sᴴ * H := by rw [hS, Matrix.mul_one]
  refine ⟨fun h0 => hne ?_, ?_, fun φ hφ => ?_⟩
  · have h1 := overlap_translate h ψ ψ
    rw [h0, dotProduct_zero] at h1
    exact dotProduct_star_self_eq_zero.mp h1.symm
  · rw [Matrix.mulVec_mulVec, ← h.comm, ← Matrix.mulVec_mulVec, hE, Matrix.mulVec_smul]
  · have hback : S *ᵥ (Sᴴ *ᵥ φ) = φ := by
      rw [Matrix.mulVec_mulVec, hS, Matrix.one_mulVec]
    have h1 := hproj (Sᴴ *ᵥ φ) (by
      rw [Matrix.mulVec_mulVec, hinv, ← Matrix.mulVec_mulVec, hφ, Matrix.mulVec_smul])
    have h2 := coupling_translate h (Sᴴ *ᵥ φ) ψ
    have h3 := overlap_translate h (Sᴴ *ᵥ φ) ψ
    rw [hback] at h2 h3
    rw [h2, h1, h3, neg_mul]

/-- The Pauli matrix `σx`, which exchanges the two sites of a dimer. -/
def sigmaX : Matrix (Fin 2) (Fin 2) ℂ := !![0, 1; 1, 0]

/-- The Pauli matrix `σz`, a staggered potential on the two sites of a dimer. -/
def sigmaZ : Matrix (Fin 2) (Fin 2) ℂ := !![1, 0; 0, -1]

/-- In a dimer with hopping `t ≠ 0` and a staggered phonon, the site exchange reverses the
phonon, and the even combination of the sites is a nondegenerate state of energy `t`. -/
theorem dimer_witness (t : ℝ) (ht : t ≠ 0) :
    PhononReversing sigmaX ((t : ℂ) • sigmaX) sigmaZ ∧
      IsNondegenerate ((t : ℂ) • sigmaX) (t : ℂ) ![1, 1] := by
  refine ⟨⟨?_, ?_, ?_⟩, ?_, ?_, fun φ hφ => ⟨φ 0, ?_⟩⟩
  · ext i j
    fin_cases i <;> fin_cases j <;> simp [sigmaX, Matrix.mul_apply, Fin.sum_univ_succ]
  · rw [Matrix.mul_smul, Matrix.smul_mul]
  · ext i j
    fin_cases i <;> fin_cases j <;>
      simp [sigmaX, sigmaZ, Matrix.mul_apply, Fin.sum_univ_succ]
  · intro h0
    simpa using congrFun h0 0
  · ext i
    fin_cases i <;> simp [sigmaX, Matrix.mulVec, dotProduct, Fin.sum_univ_succ]
  · have h0 : (t : ℂ) * φ 1 = t * φ 0 := by
      simpa [sigmaX, Matrix.mulVec, dotProduct, Fin.sum_univ_succ] using congrFun hφ 0
    have h1 : φ 1 = φ 0 := mul_left_cancel₀ (Complex.ofReal_ne_zero.mpr ht) h0
    ext i
    fin_cases i <;> simp [h1]

/-- The secular determinant of the dimer with hopping `t` and staggered phonon amplitude `x`
is `E² - (t² + x²)`. -/
theorem dimer_secular (t x : ℝ) (E : ℂ) :
    (E • (1 : Matrix (Fin 2) (Fin 2) ℂ) - displaced ((t : ℂ) • sigmaX) sigmaZ x).det
      = E ^ 2 - ((t : ℂ) ^ 2 + (x : ℂ) ^ 2) := by
  simp [displaced, sigmaX, sigmaZ, Matrix.det_fin_two]
  ring

/-- For `H = 0`, `V = σx` and the phonon-reversing translation `σz`, the degenerate level
splits linearly: `(1, 1)` and `(1, -1)` have energies `x` and `-x`. -/
theorem degenerate_linear_splitting :
    PhononReversing sigmaZ 0 sigmaX ∧ ∀ x : ℝ,
      displaced 0 sigmaX x *ᵥ ![1, 1] = (x : ℂ) • ![1, 1] ∧
      displaced 0 sigmaX x *ᵥ ![1, -1] = (-x : ℂ) • ![1, -1] := by
  refine ⟨⟨?_, ?_, ?_⟩, fun x => ⟨?_, ?_⟩⟩
  · ext i j
    fin_cases i <;> fin_cases j <;> simp [sigmaZ, Matrix.mul_apply, Fin.sum_univ_succ]
  · rw [Matrix.mul_zero, Matrix.zero_mul]
  · ext i j
    fin_cases i <;> fin_cases j <;>
      simp [sigmaX, sigmaZ, Matrix.mul_apply, Fin.sum_univ_succ]
  · ext i
    fin_cases i <;> simp [displaced, sigmaX, Matrix.mulVec, dotProduct, Fin.sum_univ_succ]
  · ext i
    fin_cases i <;> simp [displaced, sigmaX, Matrix.mulVec, dotProduct, Fin.sum_univ_succ]

end

end ZoneBoundaryPhonon
```

```lean
#print axioms ZoneBoundaryPhonon.coupling_translate
#print axioms ZoneBoundaryPhonon.expectation_eq_zero
#print axioms ZoneBoundaryPhonon.dimer_secular
#print axioms ZoneBoundaryPhonon.degenerate_linear_splitting
```

```
'ZoneBoundaryPhonon.coupling_translate' depends on axioms: [propext, Classical.choice, Quot.sound]
'ZoneBoundaryPhonon.expectation_eq_zero' depends on axioms: [propext, Classical.choice, Quot.sound]
'ZoneBoundaryPhonon.dimer_secular' depends on axioms: [propext, Classical.choice, Quot.sound]
'ZoneBoundaryPhonon.degenerate_linear_splitting' depends on axioms: [propext, Classical.choice, Quot.sound]
```

## A translation that undoes the sign of the displacement

For a phonon of wavevector $q$ written as a complex wave, a lattice translation by $R$ multiplies the displacement pattern by a phase. If $e^{iq\cdot R}=-1$, the translated pattern is the original one with every atom moved the opposite way. This happens for a suitable $R$ when $q$ is half a reciprocal lattice vector without being one itself, as for a mode that doubles the cell. It does not happen at every zone-boundary point: at the corner K of a hexagonal zone the phases are cube roots of unity, and no lattice translation gives $-1$.

Let $H$ be the exciton Hamiltonian of the undisplaced supercell, $V$ the linear coupling to the phonon, and $x$ the real amplitude. The Hamiltonian at amplitude $x$ is $H+xV$, which is `displaced H V x`. The translation acts on the exciton states, moving electron and hole together, as a matrix $S$ with

$$S^\dagger S=1,\qquad SH=HS,\qquad SV=-VS .$$

These are the three fields of `PhononReversing S H V`. The second expresses the periodicity of the undisplaced crystal, and the third the reversal of the phonon. The structure contains no lattice, so any unitary with these properties qualifies, whether or not it is a translation.

All matrices are complex and act on a finite basis indexed by `n`. The product `star φ ⬝ᵥ ψ` is the inner product $\langle\varphi,\psi\rangle$, conjugate-linear in its first argument, and `H *ᵥ ψ` is $H\psi$. States need not be normalised.

Neither $H$ nor $V$ is assumed Hermitian. In the Tamm–Dancoff form of the Bethe–Salpeter equation, with static screening and real quasiparticle energies, both are, and then $\langle\psi,V\psi\rangle/\langle\psi,\psi\rangle$ is the slope of a nondegenerate level at $x=0$. For a non-Hermitian $H$ the slope also involves the left eigenvector, so the vanishing expectation value loses that direct meaning.

A supercell calculation uses the full Hamiltonian $H(x)$ at the displaced geometry, of which $H+xV$ keeps the terms up to first order. The equality of the spectra at $x$ and $-x$ does not depend on this truncation, since it follows in the same way from $S\,H(x)=H(-x)\,S$. The Lean theorems treat the linear case.

## Equal spectra at opposite amplitudes

The commutation rules give

$$S(H+xV)=HS-xVS=(H-xV)S,$$

which is `translate_displaced`. Its proof expands both products and substitutes the two rules.

A characteristic polynomial does not change when the factors of a product of square matrices are exchanged. Writing $\chi$ for the characteristic polynomial,

$$\chi(H+xV)=\chi\big(S^\dagger\,S(H+xV)\big)=\chi\big(S(H+xV)S^\dagger\big)=\chi\big((H-xV)SS^\dagger\big)=\chi(H-xV).$$

The last equality uses $SS^\dagger=1$, which follows from $S^\dagger S=1$ because the matrices are square and finite; in Lean this is `mul_eq_one_comm`. The `calc` block of `charpoly_even` has the same steps, with the last two taken together. The theorem holds for every real $x$, so the two displaced Hamiltonians have the same eigenvalues with the same algebraic multiplicities. It equates the spectra as a whole and does not say that each branch, followed continuously through $x=0$, is an even function.

## Crystal momentum and the vanishing diagonal coupling

Since $S$ is unitary, $\langle S\varphi,S\psi\rangle=\langle\varphi,\psi\rangle$, which is `overlap_translate`. Together with $VS=-SV$ this gives `coupling_translate`:

$$\langle S\varphi,VS\psi\rangle=-\langle S\varphi,SV\psi\rangle=-\langle\varphi,V\psi\rangle .$$

Now let $S\psi=a\psi$ and $S\varphi=b\varphi$. The left side becomes $\bar b\,a\,\langle\varphi,V\psi\rangle$, so

$$\bar b\,a\,\langle\varphi,V\psi\rangle=-\langle\varphi,V\psi\rangle .$$

If $\varphi=0$, the matrix element vanishes at once. Otherwise conservation of the norm of $\varphi$ gives $\bar b b=1$, and multiplying the equation by $b$ yields

$$(a+b)\,\langle\varphi,V\psi\rangle=0 .$$

Hence the matrix element is zero unless $b=-a$. This is `selection_rule`, and its `linear_combination` lines carry out the same algebra. For a lattice translation the eigenvalues are Bloch phases, so the phonon connects only states whose phases differ by the factor $-1$ that it carries itself. This is conservation of crystal momentum, as seen by the single translation $S$.

The condition `IsNondegenerate H E ψ` says that $\psi\neq0$, that $H\psi=E\psi$, and that every solution of the eigenvalue equation at $E$ is a multiple of $\psi$. For Hermitian $H$ this means that $E$ is a simple eigenvalue. Since

$$H(S\psi)=S(H\psi)=E\,S\psi,$$

the translated state lies in the same level, and so $S\psi=c\psi$ for some number $c$. This $c$ is not zero, because $S$ preserves the norm of $\psi$. The selection rule with $\varphi=\psi$ and $a=b=c$ reads $2c\,\langle\psi,V\psi\rangle=0$, and therefore

$$\langle\psi,V\psi\rangle=0 .$$

This is `expectation_eq_zero`. In a frozen-phonon fit of a nondegenerate exciton level, within the linear-coupling model and for Hermitian $H$ and $V$, the term linear in $x$ can accordingly be left out.

## Opposite slopes inside a degenerate level

In a degenerate level, $S\psi$ need not be a multiple of $\psi$, and the argument for a single state fails. First-order perturbation theory for Hermitian matrices then takes the slopes from $V$ projected onto the level. The definition `IsProjectedEigenvector H V E μ ψ` expresses this without a projection matrix: $\psi$ is a nonzero state of the level $E$, and

$$\langle\varphi,V\psi\rangle=\mu\,\langle\varphi,\psi\rangle\quad\text{for every }\varphi\text{ with }H\varphi=E\varphi .$$

The theorem `projected_pairing` states that $S\psi$ then satisfies the same condition with $-\mu$. It is nonzero because $S$ preserves norms, and it lies in the level because $S$ commutes with $H$.

For the remaining condition, take any $\varphi$ in the level and set $\varphi'=S^\dagger\varphi$. Multiplying $SH=HS$ by $S^\dagger$ on both sides gives $HS^\dagger=S^\dagger H$, which the proof calls `hinv`, so $\varphi'$ is in the level too. As $S\varphi'=\varphi$,

$$\langle\varphi,VS\psi\rangle=\langle S\varphi',VS\psi\rangle=-\langle\varphi',V\psi\rangle=-\mu\,\langle\varphi',\psi\rangle=-\mu\,\langle\varphi,S\psi\rangle .$$

A nonzero slope $\mu$ is thus accompanied by $-\mu$. The theorem does not say that a nonzero slope occurs; that depends on $V$.

## Two sites, with and without hopping

The dimer has $H=t\sigma_x$, $V=\sigma_z$ and $S=\sigma_x$, where $\sigma_x$ and $\sigma_z$ are Pauli matrices. The exciton hops between two sites, the phonon raises one site energy and lowers the other, and the translation exchanges the sites. The hopping enters with a plus sign, where many textbooks write $-t$.

For real $t\neq0$, `dimer_witness` confirms that $S$ reverses the phonon and that the even state is nondegenerate with energy $t$. The code uses the vector $(1,1)$; the normalised state is $(1,1)/\sqrt2$. To see the nondegeneracy, write the first row of $H\varphi=t\varphi$, which is $t\varphi_1=t\varphi_0$ with components numbered from zero. Dividing by $t$ gives $\varphi_1=\varphi_0$, so $\varphi$ is a multiple of $(1,1)$.

The secular determinant in `dimer_secular` is

$$\det\begin{pmatrix}E-x&-t\\-t&E+x\end{pmatrix}=E^2-(t^2+x^2),$$

so the energies are $E=\pm\sqrt{t^2+x^2}$. They are even in $x$, and for $t\neq0$ their shifts from $\pm|t|$ start quadratically.

The second example, `degenerate_linear_splitting`, has $H=0$, $V=\sigma_x$ and $S=\sigma_z$. Here the basis states can be read as the Bloch states of a two-site ring, with translation eigenvalues $1$ and $-1$, and the phonon couples them. Both states have energy zero at $x=0$, and

$$x\sigma_x\begin{pmatrix}1\\1\end{pmatrix}=x\begin{pmatrix}1\\1\end{pmatrix},\qquad x\sigma_x\begin{pmatrix}1\\-1\end{pmatrix}=-x\begin{pmatrix}1\\-1\end{pmatrix}.$$

The level splits into $x$ and $-x$. The set of energies is the same at both signs of the amplitude, yet each branch is linear, and the translation $\sigma_z$ exchanges the two eigenvectors. In the normalised state $(1,1)/\sqrt2$ the expectation value of $V$ is $1$, so the vanishing found for nondegenerate states does not extend to every eigenvector of a degenerate level.

In `dimer_witness` and `degenerate_linear_splitting` most of the identities are checked entry by entry, with `fin_cases` running through the indices and `simp` evaluating the sums; the rule $SH=HS$ follows by rewriting. The proof of `dimer_secular` expands the determinant with the formula for two-by-two matrices and finishes with `ring`.
